# A quarter-shifted N-point grid integrates even one-dimensional bands with harmonics below 2N exactly

Let k be a crystal momentum in reduced units, so that the Brillouin zone of a one-dimensional crystal is the interval [0, 1]. For an integer N ≥ 1 and a real shift s, the grid consists of the points

k_r = (r + s)/N, r = 0, …, N − 1,

and the grid average of a function g is (1/N) ∑_r g(k_r). An even band with harmonics below M is a cosine sum with real coefficients a_m:

g(k) = ∑_{0 ≤ m < M} a_m cos(2πmk).

In a single-band tight-binding model, harmonic m comes from hopping over m cells, and the cutoff M expresses a finite hopping range. Evenness, g(k) = g(−k), follows from inversion symmetry, for instance.

## Aliasing and the choice s = 1/4

The claim is that for M = 2N and s = 1/4 the grid average equals a_0, which is also the integral of g over the zone.

Take one harmonic m and write θ_r = 2πm(r + s)/N and δ = πm/N. Then θ_{r+1} = θ_r + 2δ, and

2 sin δ cos θ_r = sin(θ_r + δ) − sin(θ_r − δ) = sin(θ_{r+1} − δ) − sin(θ_r − δ).

Summed over r, the right-hand side telescopes to sin(θ_N − δ) − sin(θ_0 − δ). This is zero, because θ_N = θ_0 + 2πm. If N does not divide m, then sin δ ≠ 0, so the cosines themselves sum to zero.

If m = Nq, then θ_r = 2πqs + 2πqr, and every grid point gives the same value cos(2πqs). By linearity, a band with harmonics below NQ has the average

∑_{0 ≤ q < Q} a_{Nq} cos(2πqs).

For Q = 2 this is a_0 + a_N cos(2πs). At s = 1/4 the cosine is cos(π/2) = 0, and a_0 remains. The zone integral is a_0 as well, since for m ≥ 1

∫₀¹ cos(2πmk) dk = sin(2πm)/(2πm) = 0.

The average is right for every choice of coefficients only if cos(2πs) = 0, that is, s = 1/4 + n/2 with n an integer. For Q = 4 and s = 1/4 the four cosines are 1, 0, −1, 0, so the average is a_0 − a_{2N}: harmonic 2N is the first to cause an error.

The same telescoping works for sines, through 2 sin δ sin θ_r = cos(θ_r − δ) − cos(θ_r + δ). Hence a band with both sines and cosines, all of harmonics below N, is averaged exactly for any shift. This sine version is argued here by hand only and has no theorem in the file below. Evenness together with the quarter shift raises the bound from N to 2N.

For k-point sampling, this shows how a shift can improve a Brillouin-zone average at fixed N, in the restricted setting of one dimension and a smooth even integrand with finitely many harmonics. Fixed N is not fixed cost, however. For an even integrand the points k and −k need only one evaluation, which for large N roughly halves the work on an unshifted or half-shifted grid but saves nothing on the quarter-shifted one, where no two points are related in this way. A metal's sharp occupation cutoff generally produces infinitely many harmonics and is not covered.

## The grid and the band in Lean

The development uses Mathlib's real trigonometric functions and interval integrals.

```lean
import Mathlib

open scoped Real

namespace QuarterShiftedGrid

noncomputable section
```

`gridAverage N s g` is the equal-weight mean defined above. `Finset.range N` supplies r = 0, …, N − 1, and g may be any real function.

```lean
/-- The average of `g` over the `N` uniformly spaced k-points `(r + s) / N`, `r = 0, …, N - 1`. -/
def gridAverage (N : ℕ) (s : ℝ) (g : ℝ → ℝ) : ℝ :=
  (∑ r ∈ Finset.range N, g (((r : ℝ) + s) / N)) / N
```

In `evenBand M a` the bound M is exclusive: only harmonics with m < M occur, and for M = 0 the band is zero. The coefficients form an infinite sequence `a : ℕ → ℝ`, of which only the first M terms enter.

```lean
/-- An even band in reduced units: a real cosine sum with harmonics `m < M`. -/
def evenBand (M : ℕ) (a : ℕ → ℝ) (k : ℝ) : ℝ :=
  ∑ m ∈ Finset.range M, a m * Real.cos (2 * π * (m : ℝ) * k)
```

## Harmonics that cancel and harmonics that alias

The first theorem treats m not divisible by N, for any real shift. `hs` shows sin(πm/N) ≠ 0, since a zero would make m an integer multiple of N. The function `F` is sin(θ_r − δ), `step` is the product identity, and `hend` equates the two ends of the telescoping sum.

```lean
/-- A cosine harmonic whose order is not a multiple of `N` averages to zero on the `N`-point
grid, whatever the shift. -/
theorem gridAverage_cos_of_not_dvd {N : ℕ} (hN : 1 ≤ N) (s : ℝ) {m : ℕ} (hm : ¬ N ∣ m) :
    gridAverage N s (fun k => Real.cos (2 * π * (m : ℝ) * k)) = 0 := by
  have hN' : (N : ℝ) ≠ 0 := by
    have : N ≠ 0 := by omega
    exact_mod_cast this
  have hs : Real.sin (π * m / N) ≠ 0 := by
    intro h
    obtain ⟨n, hn⟩ := Real.sin_eq_zero_iff.mp h
    rw [eq_div_iff hN'] at hn
    have h2 : π * ((n : ℝ) * N) = π * m := by linarith
    have h1 : (n : ℝ) * N = m := mul_left_cancel₀ Real.pi_ne_zero h2
    have h3 : (m : ℤ) = N * n := by
      have h4 : (m : ℝ) = (N : ℝ) * (n : ℝ) := by linarith
      exact_mod_cast h4
    exact hm (Int.natCast_dvd_natCast.mp ⟨n, h3⟩)
  -- the sum telescopes after multiplication by `2 sin (π m / N)`
  obtain ⟨F, hF⟩ : ∃ F : ℕ → ℝ, ∀ r : ℕ,
      F r = Real.sin (2 * π * (m : ℝ) * (((r : ℝ) + s) / N) - π * m / N) :=
    ⟨_, fun _ => rfl⟩
  have step : ∀ r : ℕ, 2 * Real.sin (π * m / N) *
      Real.cos (2 * π * (m : ℝ) * (((r : ℝ) + s) / N)) = F (r + 1) - F r := by
    intro r
    have e : 2 * π * (m : ℝ) * ((((r + 1 : ℕ) : ℝ) + s) / N) - π * m / N
        = 2 * π * (m : ℝ) * (((r : ℝ) + s) / N) + π * m / N := by
      push_cast
      ring
    rw [hF, hF, e, Real.sin_add, Real.sin_sub]
    ring
  -- the two ends differ by a whole number of periods
  have hend : F N = F 0 := by
    have e : 2 * π * (m : ℝ) * (((N : ℝ) + s) / N) - π * m / N
        = (2 * π * (m : ℝ) * ((((0 : ℕ) : ℝ) + s) / N) - π * m / N) + m * (2 * π) := by
      rw [add_div (N : ℝ) s N, div_self hN', Nat.cast_zero]
      ring
    rw [hF, hF, e, Real.sin_add_nat_mul_two_pi]
  have hsum : 2 * Real.sin (π * m / N) *
      ∑ r ∈ Finset.range N, Real.cos (2 * π * (m : ℝ) * (((r : ℝ) + s) / N)) = 0 := by
    rw [Finset.mul_sum, Finset.sum_congr rfl (fun r _ => step r), Finset.sum_range_sub,
      hend, sub_self]
  have hzero := (mul_eq_zero.mp hsum).resolve_left (mul_ne_zero two_ne_zero hs)
  change (∑ r ∈ Finset.range N, Real.cos (2 * π * (m : ℝ) * (((r : ℝ) + s) / N))) / N = 0
  rw [hzero, zero_div]
```

For m = Nq, the equation `e` separates a whole number of periods from the phase 2πqs. All N terms are then equal, and so is their mean.

```lean
/-- The cosine harmonic of order `N q` averages to `cos (2 π q s)` on the `N`-point grid with
shift `s`. -/
theorem gridAverage_cos_multiple {N : ℕ} (hN : 1 ≤ N) (s : ℝ) (q : ℕ) :
    gridAverage N s (fun k => Real.cos (2 * π * ((N * q : ℕ) : ℝ) * k))
      = Real.cos (2 * π * q * s) := by
  have hN' : (N : ℝ) ≠ 0 := by
    have : N ≠ 0 := by omega
    exact_mod_cast this
  have h : ∀ r : ℕ, Real.cos (2 * π * ((N * q : ℕ) : ℝ) * (((r : ℝ) + s) / N))
      = Real.cos (2 * π * q * s) := by
    intro r
    have e : 2 * π * ((N * q : ℕ) : ℝ) * (((r : ℝ) + s) / N)
        = 2 * π * q * s + ((q * r : ℕ) : ℝ) * (2 * π) := by
      have h1 : (N : ℝ) * (((r : ℝ) + s) / N) = r + s := mul_div_cancel₀ _ hN'
      push_cast
      linear_combination (2 * π * (q : ℝ)) * h1
    rw [e, Real.cos_add_nat_mul_two_pi]
  simp only [gridAverage, h, Finset.sum_const, Finset.card_range, nsmul_eq_mul]
  exact mul_div_cancel_left₀ _ hN'
```

The aliasing formula combines the two cases. `hlin` exchanges the sums over grid points and harmonics. The induction on `Q` adds one block of N harmonics at a time, written N Q + x with x < N, and `hb` shows that only x = 0 contributes.

```lean
/-- Aliasing formula: the grid average of an even band with harmonics below `N Q` is the sum of
the coefficients `a (N q)`, each weighted by `cos (2 π q s)`. -/
theorem gridAverage_evenBand {N : ℕ} (hN : 1 ≤ N) (s : ℝ) (Q : ℕ) (a : ℕ → ℝ) :
    gridAverage N s (evenBand (N * Q) a)
      = ∑ q ∈ Finset.range Q, a (N * q) * Real.cos (2 * π * q * s) := by
  -- averaging is linear in the band
  have hlin : ∀ M : ℕ, gridAverage N s (evenBand M a) = ∑ m ∈ Finset.range M,
      a m * gridAverage N s (fun k => Real.cos (2 * π * (m : ℝ) * k)) := by
    intro M
    simp only [gridAverage, evenBand]
    rw [Finset.sum_comm, Finset.sum_div]
    refine Finset.sum_congr rfl fun m _ => ?_
    rw [← Finset.mul_sum, mul_div_assoc]
  rw [hlin]
  induction Q with
  | zero => simp
  | succ Q ih =>
    -- in each block of `N` harmonics only the first one survives
    have hb : ∑ x ∈ Finset.range N, a (N * Q + x) *
        gridAverage N s (fun k => Real.cos (2 * π * ((N * Q + x : ℕ) : ℝ) * k))
        = a (N * Q) * Real.cos (2 * π * Q * s) := by
      rw [Finset.sum_eq_single 0]
      · rw [Nat.add_zero, gridAverage_cos_multiple hN]
      · intro x hx hx0
        have hnd : ¬ N ∣ N * Q + x := by
          intro hd
          have h1 : N ∣ x := (Nat.dvd_add_right (Dvd.intro Q rfl)).mp hd
          have h2 := Nat.le_of_dvd (Nat.pos_of_ne_zero hx0) h1
          have h3 := Finset.mem_range.mp hx
          omega
        rw [gridAverage_cos_of_not_dvd hN s hnd, mul_zero]
      · intro h
        exact absurd (Finset.mem_range.mpr hN) h
    rw [Nat.mul_succ, Finset.sum_range_add, ih, hb, Finset.sum_range_succ]
```

## Exactness and the zone integral

The main theorem assumes only N ≥ 1 and holds for every coefficient sequence. Its proof is the aliasing formula with two blocks, where `hc` supplies cos(π/2) = 0.

```lean
/-- The quarter-shifted `N`-point grid averages every even band with harmonics below `2 N` to
its constant coefficient `a 0`. -/
theorem quarter_shift_exact {N : ℕ} (hN : 1 ≤ N) (a : ℕ → ℝ) :
    gridAverage N (1 / 4) (evenBand (2 * N) a) = a 0 := by
  have hc : Real.cos (2 * π * (1 / 4)) = 0 := by
    rw [show 2 * π * (1 / 4) = π / 2 by ring, Real.cos_pi_div_two]
  rw [mul_comm 2 N, gridAverage_evenBand hN]
  simp only [Finset.sum_range_succ, Finset.sum_range_zero, Nat.cast_zero, Nat.cast_one,
    mul_zero, zero_mul, Real.cos_zero, mul_one, zero_add, hc, add_zero]
```

That a_0 is the physically wanted number is a separate theorem. It needs M ≥ 1, so that the constant term is present. The proof integrates term by term, and `hcos` removes every harmonic except m = 0.

```lean
/-- The integral of an even band over the Brillouin zone `[0, 1]` is its constant
coefficient. -/
theorem integral_evenBand {M : ℕ} (hM : 1 ≤ M) (a : ℕ → ℝ) :
    ∫ k in (0 : ℝ)..1, evenBand M a k = a 0 := by
  have hcos : ∀ m : ℕ, m ≠ 0 → ∫ k in (0 : ℝ)..1, Real.cos (2 * π * (m : ℝ) * k) = 0 := by
    intro m hm
    have hc : 2 * π * (m : ℝ) ≠ 0 :=
      mul_ne_zero (mul_ne_zero two_ne_zero Real.pi_ne_zero) (Nat.cast_ne_zero.mpr hm)
    have h1 : Real.sin (2 * π * (m : ℝ) * 1) = 0 := by
      rw [show 2 * π * (m : ℝ) * 1 = ((2 * m : ℕ) : ℝ) * π by push_cast; ring]
      exact Real.sin_nat_mul_pi _
    rw [intervalIntegral.integral_comp_mul_left (fun x => Real.cos x) hc, integral_cos, h1]
    simp
  simp only [evenBand]
  rw [intervalIntegral.integral_finsetSum
    (fun m _ => (by fun_prop : Continuous _).intervalIntegrable _ _)]
  simp only [intervalIntegral.integral_const_mul]
  rw [Finset.sum_eq_single 0]
  · simp
  · intro m _ hm
    rw [hcos m hm, mul_zero]
  · intro h
    exact absurd (Finset.mem_range.mpr hM) h
```

## Which shifts work, and where exactness ends

The next statement fixes N and s and asks for exactness for all coefficient sequences at once. A particular band with a_N = 0 is averaged correctly by any shift. In the forward direction, setting all coefficients to one forces cos(2πs) = 0; the converse substitutes the listed shifts.

```lean
/-- A shift `s` is exact for all even bands with harmonics below `2 N` precisely when it is
`1/4` up to a multiple of `1/2`. -/
theorem exact_shift_iff {N : ℕ} (hN : 1 ≤ N) (s : ℝ) :
    (∀ a : ℕ → ℝ, gridAverage N s (evenBand (2 * N) a) = ∫ k in (0 : ℝ)..1, evenBand (2 * N) a k)
      ↔ ∃ n : ℤ, s = 1 / 4 + n / 2 := by
  have h2 : ∀ a : ℕ → ℝ, gridAverage N s (evenBand (2 * N) a)
      = a 0 + a N * Real.cos (2 * π * s) := by
    intro a
    rw [mul_comm 2 N, gridAverage_evenBand hN]
    simp only [Finset.sum_range_succ, Finset.sum_range_zero, Nat.cast_zero, Nat.cast_one,
      mul_zero, zero_mul, Real.cos_zero, mul_one, zero_add]
  have hM : 1 ≤ 2 * N := by omega
  simp only [h2, integral_evenBand hM]
  constructor
  · intro h
    -- test with all coefficients equal to one
    have h1 : (1 : ℝ) + 1 * Real.cos (2 * π * s) = 1 := h (fun _ => 1)
    have hc : Real.cos (2 * π * s) = 0 := by linarith
    obtain ⟨n, hn⟩ := Real.cos_eq_zero_iff.mp hc
    refine ⟨n, mul_left_cancel₀ Real.pi_ne_zero ?_⟩
    linarith
  · rintro ⟨n, rfl⟩ a
    have hc : Real.cos (2 * π * (1 / 4 + (n : ℝ) / 2)) = 0 :=
      Real.cos_eq_zero_iff.mpr ⟨n, by ring⟩
    rw [hc, mul_zero, add_zero]
```

With four blocks, `c1`, `c2` and `c3` evaluate the cosines at π/2, π and 3π/2. The surviving error is −a_{2N}.

```lean
/-- For even bands with harmonics below `4 N` the quarter-shifted average is
`a 0 - a (2 N)`. -/
theorem quarter_shift_error {N : ℕ} (hN : 1 ≤ N) (a : ℕ → ℝ) :
    gridAverage N (1 / 4) (evenBand (4 * N) a) = a 0 - a (2 * N) := by
  have c1 : Real.cos (2 * π * (1 / 4)) = 0 :=
    Real.cos_eq_zero_iff.mpr ⟨0, by push_cast; ring⟩
  have c2 : Real.cos (2 * π * 2 * (1 / 4)) = -1 := by
    rw [show 2 * π * 2 * (1 / 4) = π by ring, Real.cos_pi]
  have c3 : Real.cos (2 * π * 3 * (1 / 4)) = 0 :=
    Real.cos_eq_zero_iff.mpr ⟨1, by push_cast; ring⟩
  rw [mul_comm 4 N, gridAverage_evenBand hN]
  simp only [Finset.sum_range_succ, Finset.sum_range_zero, Nat.cast_zero, Nat.cast_one,
    Nat.cast_ofNat, mul_zero, zero_mul, Real.cos_zero, mul_one, zero_add, c1, c2, c3]
  rw [mul_comm N 2]
  ring
```

The last theorem shows the role of evenness. At the quarter-shifted points sin(2πNk) always equals sin(π/2) = 1, so its average is 1, although its integral over the zone vanishes. The grid samples this harmonic only at its crests.

```lean
/-- The odd harmonic `sin (2 π N k)` averages to one on the quarter-shifted `N`-point grid. -/
theorem quarter_shift_odd_harmonic {N : ℕ} (hN : 1 ≤ N) :
    gridAverage N (1 / 4) (fun k => Real.sin (2 * π * (N : ℝ) * k)) = 1 := by
  have hN' : (N : ℝ) ≠ 0 := by
    have : N ≠ 0 := by omega
    exact_mod_cast this
  have h : ∀ r : ℕ, Real.sin (2 * π * (N : ℝ) * (((r : ℝ) + 1 / 4) / N)) = 1 := by
    intro r
    have e : 2 * π * (N : ℝ) * (((r : ℝ) + 1 / 4) / N) = π / 2 + (r : ℝ) * (2 * π) := by
      have h1 : (N : ℝ) * (((r : ℝ) + 1 / 4) / N) = r + 1 / 4 := mul_div_cancel₀ _ hN'
      linear_combination (2 * π) * h1
    rw [e, Real.sin_add_nat_mul_two_pi, Real.sin_pi_div_two]
  simp only [gridAverage, h, Finset.sum_const, Finset.card_range, nsmul_eq_mul, mul_one]
  exact div_self hN'

end

end QuarterShiftedGrid
```

```lean
#print axioms QuarterShiftedGrid.quarter_shift_exact
#print axioms QuarterShiftedGrid.exact_shift_iff
#print axioms QuarterShiftedGrid.quarter_shift_error
#print axioms QuarterShiftedGrid.quarter_shift_odd_harmonic
```

```
'QuarterShiftedGrid.quarter_shift_exact' depends on axioms: [propext, Classical.choice, Quot.sound]
'QuarterShiftedGrid.exact_shift_iff' depends on axioms: [propext, Classical.choice, Quot.sound]
'QuarterShiftedGrid.quarter_shift_error' depends on axioms: [propext, Classical.choice, Quot.sound]
'QuarterShiftedGrid.quarter_shift_odd_harmonic' depends on axioms: [propext, Classical.choice, Quot.sound]
```
